# For |x| ≤ 1, sin x − x cos x equals x³/3 to within |x|⁴

The lemma `amplitude_bound` says that for real x with |x| ≤ 1, sin x − x cos x differs from x³/3 by at most |x|⁴. In a three-dimensional uniform, spin-unpolarised gas of non-interacting electrons at zero temperature, this combination divided by x³, with x the Fermi wavevector times the distance between two points, gives the shape of the one-particle density matrix; the lemma itself is only an inequality about real numbers, and no gas is defined in it. The attempt writes the error as the remainder of the sine's Taylor polynomial minus x times that of the cosine's. It then bounds the two remainders with `Real.sin_bound` and `Real.cos_bound`, and joins them by the triangle inequality.

The first attempt, which Lean rejects:

```lean
import Mathlib

open Real Filter Topology

namespace UniformGasExchangeHole

noncomputable section

/-- For `|x| ≤ 1` the combination `sin x - x cos x` equals `x ^ 3 / 3` up to an error of at most
`|x| ^ 4`. -/
theorem amplitude_bound {x : ℝ} (hx : |x| ≤ 1) :
    |sin x - x * cos x - x ^ 3 / 3| ≤ |x| ^ 4 := by
  have hs := Real.sin_bound hx
  have hc := Real.cos_bound hx
  have e : sin x - x * cos x - x ^ 3 / 3
      = (sin x - (x - x ^ 3 / 6)) - x * (cos x - (1 - x ^ 2 / 2)) := by ring
  have h3 : |(sin x - (x - x ^ 3 / 6)) - x * (cos x - (1 - x ^ 2 / 2))|
      ≤ |sin x - (x - x ^ 3 / 6)| + |x * (cos x - (1 - x ^ 2 / 2))| := norm_sub_le _ _
  have h4 := mul_le_mul_of_nonneg_right hx (abs_nonneg (cos x - (1 - x ^ 2 / 2)))
  have h5 : 0 ≤ |x| ^ 4 := by positivity
  rw [abs_mul] at h3
  rw [e]
  linarith

end

end UniformGasExchangeHole
```

Messages:

```
Main.lean:18:71: error: Type mismatch
  norm_sub_le ?m.291 ?m.292
has type
  ‖?m.291 - ?m.292‖ ≤ ‖?m.291‖ + ‖?m.292‖
but is expected to have type
  |sin x - (x - x ^ 3 / 6) - x * (cos x - (1 - x ^ 2 / 2))| ≤
    |sin x - (x - x ^ 3 / 6)| + |x * (cos x - (1 - x ^ 2 / 2))|
```

What went wrong. The one error is at `h3`, the triangle inequality for the two remainders. `norm_sub_le` is stated with norms, `‖a - b‖ ≤ ‖a‖ + ‖b‖`, for elements of any seminormed group, while `h3` is written with absolute values. A norm is a real number whatever space its argument lives in, so the real inequality asked for does not tell Lean that `a` and `b` are themselves real. With both arguments left as `_`, the space and its norm stay unknown, and Lean cannot unfold that norm to the absolute value. The message shows the arguments still undetermined, as `?m.291` and `?m.292`.

The repair gives `norm_sub_le` its two real arguments outright, which fixes the space as ℝ. `Real.norm_eq_abs` then turns each norm into an absolute value, and the result is exactly `h3`.

The added `h6`, that `|x| ^ 5 ≤ |x| ^ 4`, answers no message. Lean goes on past the failed step with `h3` taken as given, and it reported no fault in the closing `linarith`, which did not yet have `h6`. So that addition is not part of the cure.

The change, after which it compiles:

```diff
@@ -16,7 +16,14 @@
       = (sin x - (x - x ^ 3 / 6)) - x * (cos x - (1 - x ^ 2 / 2)) := by ring
   have h3 : |(sin x - (x - x ^ 3 / 6)) - x * (cos x - (1 - x ^ 2 / 2))|
-      ≤ |sin x - (x - x ^ 3 / 6)| + |x * (cos x - (1 - x ^ 2 / 2))| := norm_sub_le _ _
+      ≤ |sin x - (x - x ^ 3 / 6)| + |x * (cos x - (1 - x ^ 2 / 2))| := by
+    have h := norm_sub_le (sin x - (x - x ^ 3 / 6)) (x * (cos x - (1 - x ^ 2 / 2)))
+    simp only [Real.norm_eq_abs] at h
+    exact h
   have h4 := mul_le_mul_of_nonneg_right hx (abs_nonneg (cos x - (1 - x ^ 2 / 2)))
   have h5 : 0 ≤ |x| ^ 4 := by positivity
+  have h6 : |x| ^ 5 ≤ |x| ^ 4 := by
+    calc |x| ^ 5 = |x| * |x| ^ 4 := by ring
+      _ ≤ 1 * |x| ^ 4 := mul_le_mul_of_nonneg_right hx h5
+      _ = |x| ^ 4 := one_mul _
   rw [abs_mul] at h3
   rw [e]
```
